# At self-consistency, a double-counting potential v and energy D(N) add (v − D′(N)) dN/dR to the Hellmann–Feynman slope

I treat the double-counting potential $v$ as a number chosen separately from the double-counting energy $D(N)$. In my DFT+U-type calculation $v$ is fixed at a nominal shell occupation, while the total energy subtracts $D$ at the actual occupation $N$. The electronic cycle converges tightly, yet the Hellmann–Feynman force disagrees with the finite difference of the total energy when I move an atom. Shouldn't convergence have removed the response of the electrons?

## Convergence makes a different energy stationary

It removes the response from $F-vN$, with $v$ held fixed, but your total energy is $F-D(N)$. The two responses differ unless $v$ matches $D'(N)$ or the occupation doesn't change with the geometry.

Let $y$ be the electronic variables, $R$ one geometric coordinate, $F(y,R)$ the energy before the double-counting correction and $N(y)$ the occupation of the correlated shell. The converged variables follow a curve $x(R)$. Self-consistency means

$$\partial_yF(x(R),R)=v\,\partial_yN(x(R)).$$

This is the stationarity condition of a solver that applies the potential shift $-v$ to the correlated shell. By the chain rule,

$$\frac{d}{dR}F(x(R),R)=\partial_yF\cdot x'(R)+\partial_RF .$$

Self-consistency turns the first term into $v\,\partial_yN\cdot x'(R)=v\,dN/dR$. The double-counting energy changes at the rate $D'(N)\,dN/dR$, so

$$\frac{d}{dR}\bigl[F-D(N)\bigr]=\partial_RF+\bigl(v-D'(N)\bigr)\frac{dN}{dR}.$$

The Hellmann–Feynman slope $\partial_RF$ is therefore exact if and only if $v=D'(N)$ or $dN/dR=0$. The force is minus the slope, so the missing force is $-(v-D'(N))\,dN/dR$.

If $v$ is constant along a path from $a$ to $b$, choosing $D(n)=vn$ makes the extra term vanish: $\partial_RF$ is the exact slope of $F-vN$. Integrating gives $\int_a^b\partial_RF\,dR=\Delta F-v\Delta N$, where $\Delta$ denotes the value at $b$ minus the value at $a$. Subtracting this from the change of the total energy, $\Delta F-\Delta D$, leaves

$$\Delta\bigl[F-D(N)\bigr]-\int_a^b\partial_RF\,dR=v\,\Delta N-\Delta D .$$

For your nominal occupation $n_0$, take the fully localized form $D(n)=Un(n-1)/2$, with interaction strength $U$. Then $D'(n)=U(n-\tfrac12)$ and $v=U(n_0-\tfrac12)$, so the extra slope is $U(n_0-N)\,dN/dR$.

A small model with the fully localized $D$ shows the effect. Take constants $k$ and $v$, and let the linear coefficient of $y$ in $F$ equal the double-counting potential $v$, so that the two cancel in $F-vN$:

$$F(y,R)=\tfrac12(y-R)^2+vy+\tfrac12kR^2,\qquad N(y)=y.$$

Since $\partial_yF=y-R+v$, the curve $x(R)=R$ is self-consistent at every $R$. There the Hellmann–Feynman slope is $kR$. The total energy along the curve is $vR+kR^2/2-UR(R-1)/2$, whose slope is $kR+v-U(R-\tfrac12)$.

## What the Lean statements assume

The electronic variables live in `E`, an arbitrary real normed space, which includes $\mathbb R^n$; the geometry is a single real number. `totalEnergy` is $F-D(N)$, and `frozenSlope` is $\partial_RF$ at fixed $y$. `IsSelfConsistent` equates Fréchet derivatives, so the condition holds in every direction of `E`. Orbitals subject to normalization must first be written in unconstrained variables.

The main theorem, `hasDerivAt_totalEnergy`, concerns one geometry. It assumes that $F$, $N$, $D$ and $x$ are differentiable at the relevant points and that $x(R)$ is self-consistent there. Its `v` is the potential at that geometry, so $v$ may vary from one geometry to another. `energy_mismatch` needs more: one constant `v`, differentiability and self-consistency throughout the closed interval, and an integrable Hellmann–Feynman slope. It needs no differentiability of $D$.

The differentiable self-consistent curve is a hypothesis, not something derived from an electronic-structure method. $N$ depends on the geometry only through $y$. Projectors that move with the atoms, which are common in DFT+U, give $N$ an explicit dependence on $R$ that the Lean statements don't cover. If the Hellmann–Feynman slope is then taken as the slope of $F-vN$ at fixed $y$ and $v$, namely $\partial_RF-v\,\partial_RN$, the same chain rule gives an extra term of the same form, with the total derivative $dN/dR$. The function `fll` has no exchange term, and occupations are real numbers with no bounds imposed.

For DFT+U-type relaxations, the result identifies one source of disagreement between forces and energies, within this differentiable one-coordinate model with exact self-consistency.

```lean
import Mathlib

open MeasureTheory

namespace DoubleCountingForces

noncomputable section

variable {E : Type*} [NormedAddCommGroup E] [NormedSpace ℝ E]

/-- The total energy `F(y,R) - D(N(y))`: the energy `F` of electronic variables `y` at
geometry `R`, minus the double-counting energy `D` of the occupation `N`. -/
def totalEnergy (F : E × ℝ → ℝ) (N : E → ℝ) (D : ℝ → ℝ) (y : E) (R : ℝ) : ℝ :=
  F (y, R) - D (N y)

/-- The electronic variables `y` are self-consistent at geometry `R` with double-counting
potential `v`: the electronic derivative of `F` equals `v` times that of the occupation. -/
def IsSelfConsistent (F : E × ℝ → ℝ) (N : E → ℝ) (v : ℝ) (y : E) (R : ℝ) : Prop :=
  fderiv ℝ (fun z => F (z, R)) y = v • fderiv ℝ N y

/-- The Hellmann-Feynman slope: the derivative of `F` with respect to the geometry at
frozen electronic variables. -/
def frozenSlope (F : E × ℝ → ℝ) (y : E) (R : ℝ) : ℝ :=
  deriv (fun S => F (y, S)) R

/-- For differentiable `F` and `x`, the slope of `F(x(R),R)` is the response of the electronic
variables plus the slope at frozen electronic variables. -/
theorem hasDerivAt_along_curve {F : E × ℝ → ℝ} {x : ℝ → E} {R : ℝ}
    (hF : DifferentiableAt ℝ F (x R, R)) (hx : DifferentiableAt ℝ x R) :
    HasDerivAt (fun S => F (x S, S))
      (fderiv ℝ (fun z => F (z, R)) (x R) (deriv x R) + frozenSlope F (x R) R) R := by
  have hF' := hF.hasFDerivAt
  -- the two partial derivatives, and the derivative along the curve
  have h1 : HasFDerivAt (fun z => F (z, R))
      ((fderiv ℝ F (x R, R)).comp (ContinuousLinearMap.inl ℝ E ℝ)) (x R) :=
    HasFDerivAt.comp (f := fun z => (z, R)) (x R) hF' (hasFDerivAt_prodMk_left (x R) R)
  have h2 : HasDerivAt (fun S => F (x R, S)) (fderiv ℝ F (x R, R) (0, 1)) R :=
    HasFDerivAt.comp_hasDerivAt (f := fun S => (x R, S)) R hF'
      ((hasDerivAt_const R (x R)).prodMk (hasDerivAt_id' R))
  have h3 : HasDerivAt (fun S => F (x S, S)) (fderiv ℝ F (x R, R) (deriv x R, 1)) R :=
    HasFDerivAt.comp_hasDerivAt (f := fun S => (x S, S)) R hF'
      (hx.hasDerivAt.prodMk (hasDerivAt_id' R))
  have key : ((fderiv ℝ F (x R, R)).comp (ContinuousLinearMap.inl ℝ E ℝ)) (deriv x R)
      + fderiv ℝ F (x R, R) (0, 1) = fderiv ℝ F (x R, R) (deriv x R, 1) := by
    rw [ContinuousLinearMap.comp_apply, ContinuousLinearMap.inl_apply, ← map_add]
    simp
  refine h3.congr_deriv ?_
  unfold frozenSlope
  rw [h1.fderiv, h2.deriv, key]

/-- For differentiable `F`, `N`, `D` and `x`, with `x(R)` self-consistent for the potential `v`,
the total energy has the Hellmann-Feynman slope plus `(v - D'(N)) dN/dR`. -/
theorem hasDerivAt_totalEnergy {F : E × ℝ → ℝ} {N : E → ℝ} {D : ℝ → ℝ} {x : ℝ → E}
    {v R : ℝ} (hF : DifferentiableAt ℝ F (x R, R)) (hN : DifferentiableAt ℝ N (x R))
    (hD : DifferentiableAt ℝ D (N (x R))) (hx : DifferentiableAt ℝ x R)
    (hsc : IsSelfConsistent F N v (x R) R) :
    HasDerivAt (fun S => totalEnergy F N D (x S) S)
      (frozenSlope F (x R) R
        + (v - deriv D (N (x R))) * deriv (fun S => N (x S)) R) R := by
  have hNx : HasDerivAt (fun S => N (x S)) (fderiv ℝ N (x R) (deriv x R)) R :=
    HasFDerivAt.comp_hasDerivAt (f := x) R hN.hasFDerivAt hx.hasDerivAt
  have hDN : HasDerivAt (fun S => D (N (x S)))
      (deriv D (N (x R)) * fderiv ℝ N (x R) (deriv x R)) R :=
    HasDerivAt.comp (h := fun S => N (x S)) R hD.hasDerivAt hNx
  -- self-consistency turns the electronic response into `v dN/dR`
  have hresp : fderiv ℝ (fun z => F (z, R)) (x R) (deriv x R)
      = v * fderiv ℝ N (x R) (deriv x R) := by
    unfold IsSelfConsistent at hsc
    rw [hsc]
    simp
  refine ((hasDerivAt_along_curve hF hx).fun_sub hDN).congr_deriv ?_
  rw [hresp, hNx.deriv]
  ring

/-- For differentiable data and self-consistent `x(R)`, the total-energy slope equals the
Hellmann-Feynman slope exactly when `v = D'(N)` or the occupation is stationary in `R`. -/
theorem hellmannFeynman_iff {F : E × ℝ → ℝ} {N : E → ℝ} {D : ℝ → ℝ} {x : ℝ → E}
    {v R : ℝ} (hF : DifferentiableAt ℝ F (x R, R)) (hN : DifferentiableAt ℝ N (x R))
    (hD : DifferentiableAt ℝ D (N (x R))) (hx : DifferentiableAt ℝ x R)
    (hsc : IsSelfConsistent F N v (x R) R) :
    deriv (fun S => totalEnergy F N D (x S) S) R = frozenSlope F (x R) R ↔
      v = deriv D (N (x R)) ∨ deriv (fun S => N (x S)) R = 0 := by
  rw [(hasDerivAt_totalEnergy hF hN hD hx hsc).deriv, add_eq_left, mul_eq_zero, sub_eq_zero]

/-- For differentiable `F`, `N`, `x` and self-consistent `x(R)`, the Hellmann-Feynman slope is
the exact slope of `F - v N`, with `v` held constant. -/
theorem hasDerivAt_linear_counting {F : E × ℝ → ℝ} {N : E → ℝ} {x : ℝ → E} {v R : ℝ}
    (hF : DifferentiableAt ℝ F (x R, R)) (hN : DifferentiableAt ℝ N (x R))
    (hx : DifferentiableAt ℝ x R) (hsc : IsSelfConsistent F N v (x R) R) :
    HasDerivAt (fun S => totalEnergy F N (fun n => v * n) (x S) S)
      (frozenSlope F (x R) R) R := by
  have hlin : HasDerivAt (fun n : ℝ => v * n) (v * 1) (N (x R)) :=
    (hasDerivAt_id' (N (x R))).const_mul v
  refine (hasDerivAt_totalEnergy hF hN hlin.differentiableAt hx hsc).congr_deriv ?_
  rw [hlin.deriv]
  ring

/-- For `F` and `N` differentiable at the points of a differentiable self-consistent path with
constant `v` and integrable Hellmann-Feynman slope, the total-energy change differs from the
integrated slope by `v ΔN - ΔD`. -/
theorem energy_mismatch {F : E × ℝ → ℝ} {N : E → ℝ} (D : ℝ → ℝ) {x : ℝ → E} {v a b : ℝ}
    (hF : ∀ R ∈ Set.uIcc a b, DifferentiableAt ℝ F (x R, R))
    (hN : ∀ R ∈ Set.uIcc a b, DifferentiableAt ℝ N (x R))
    (hx : ∀ R ∈ Set.uIcc a b, DifferentiableAt ℝ x R)
    (hsc : ∀ R ∈ Set.uIcc a b, IsSelfConsistent F N v (x R) R)
    (hint : IntervalIntegrable (fun R => frozenSlope F (x R) R) volume a b) :
    totalEnergy F N D (x b) b - totalEnergy F N D (x a) a
        - ∫ R in a..b, frozenSlope F (x R) R
      = v * (N (x b) - N (x a)) - (D (N (x b)) - D (N (x a))) := by
  -- the integrated slope is the change of `F - v N`
  have hI : ∫ R in a..b, frozenSlope F (x R) R
      = totalEnergy F N (fun n => v * n) (x b) b
        - totalEnergy F N (fun n => v * n) (x a) a :=
    intervalIntegral.integral_eq_sub_of_hasDerivAt
      (fun R hR => hasDerivAt_linear_counting (hF R hR) (hN R hR) (hx R hR) (hsc R hR)) hint
  rw [hI]
  unfold totalEnergy
  ring

/-- The fully localized double-counting energy `U n (n - 1) / 2`. -/
def fll (U n : ℝ) : ℝ := U * n * (n - 1) / 2

/-- The fully localized double-counting energy has the potential `U (n - 1/2)`. -/
theorem hasDerivAt_fll (U n : ℝ) : HasDerivAt (fll U) (U * (n - 1 / 2)) n := by
  have h := (((hasDerivAt_id' n).const_mul U).fun_mul
    ((hasDerivAt_id' n).sub_const 1)).div_const 2
  exact h.congr_deriv (by ring)

/-- For differentiable `F`, `N`, `x` and `x(R)` self-consistent with the fully localized potential
at a nominal occupation `n₀`, the total energy with fully localized double counting has the
Hellmann-Feynman slope plus `U (n₀ - N) dN/dR`. -/
theorem nominal_counting_slope {F : E × ℝ → ℝ} {N : E → ℝ} {x : ℝ → E} {U n₀ R : ℝ}
    (hF : DifferentiableAt ℝ F (x R, R)) (hN : DifferentiableAt ℝ N (x R))
    (hx : DifferentiableAt ℝ x R)
    (hsc : IsSelfConsistent F N (U * (n₀ - 1 / 2)) (x R) R) :
    HasDerivAt (fun S => totalEnergy F N (fll U) (x S) S)
      (frozenSlope F (x R) R + U * (n₀ - N (x R)) * deriv (fun S => N (x S)) R) R := by
  have hD := hasDerivAt_fll U (N (x R))
  refine (hasDerivAt_totalEnergy hF hN hD.differentiableAt hx hsc).congr_deriv ?_
  rw [hD.deriv]
  ring

/-- A model energy `(y - R)²/2 + v y + k R²/2` of one electronic variable `y` and one
geometry `R`. -/
def springModel (v k : ℝ) (p : ℝ × ℝ) : ℝ :=
  (p.1 - p.2) ^ 2 / 2 + v * p.1 + k * p.2 ^ 2 / 2

/-- In the spring model with occupation `N(y) = y`, the curve `x(R) = R` is self-consistent, the
Hellmann-Feynman slope is `k R`, and the fully localized total energy has the additional slope
`v - U (R - 1/2)`. -/
theorem springModel_witness (v k U R : ℝ) :
    IsSelfConsistent (springModel v k) (fun y => y) v R R ∧
    frozenSlope (springModel v k) R R = k * R ∧
    HasDerivAt (fun S => totalEnergy (springModel v k) (fun y => y) (fll U) S S)
      (k * R + (v - U * (R - 1 / 2))) R := by
  have hid := hasDerivAt_id' R
  have hy : HasDerivAt (fun z => springModel v k (z, R)) v R := by
    have h := ((((hid.sub_const R).fun_pow 2).div_const 2).fun_add
      (hid.const_mul v)).add_const (k * R ^ 2 / 2)
    exact h.congr_deriv (by simp)
  have hR : HasDerivAt (fun S => springModel v k (R, S)) (k * R) R := by
    have h := ((((hid.const_sub R).fun_pow 2).div_const 2).add_const (v * R)).fun_add
      (((hid.fun_pow 2).const_mul k).div_const 2)
    exact h.congr_deriv (by norm_num; ring)
  have hsc : IsSelfConsistent (springModel v k) (fun y => y) v R R := by
    unfold IsSelfConsistent
    rw [hy.hasFDerivAt.fderiv, hid.hasFDerivAt.fderiv]
    ext
    simp
  have hF : DifferentiableAt ℝ (springModel v k) (R, R) := by
    unfold springModel
    fun_prop
  refine ⟨hsc, hR.deriv, ?_⟩
  have h := hasDerivAt_totalEnergy (x := fun S : ℝ => S) hF hid.differentiableAt
    (hasDerivAt_fll U R).differentiableAt hid.differentiableAt hsc
  have hfr : frozenSlope (springModel v k) R R = k * R := hR.deriv
  refine h.congr_deriv ?_
  simp only [hfr, (hasDerivAt_fll U R).deriv, hid.deriv, mul_one]

end

end DoubleCountingForces
```

```lean
#print axioms DoubleCountingForces.hellmannFeynman_iff
#print axioms DoubleCountingForces.energy_mismatch
#print axioms DoubleCountingForces.nominal_counting_slope
```

```
'DoubleCountingForces.hellmannFeynman_iff' depends on axioms: [propext, Classical.choice, Quot.sound]
'DoubleCountingForces.energy_mismatch' depends on axioms: [propext, Classical.choice, Quot.sound]
'DoubleCountingForces.nominal_counting_slope' depends on axioms: [propext, Classical.choice, Quot.sound]
```

## From the chain rule to the nominal-occupation error

`hasDerivAt_along_curve` starts from the full derivative $L$ of $F$ at $(x(R),R)$. The steps `h1`, `h2` and `h3` obtain the electronic derivative, the frozen slope $L(0,1)$ and the slope along the curve, $L(x'(R),1)$. The step `key` is linearity: $L(x'(R),0)+L(0,1)=L(x'(R),1)$.

In `hasDerivAt_totalEnergy`, `hNx` differentiates the occupation along the curve and `hDN` does the same for $D(N)$. Then `hresp` uses self-consistency to replace the electronic response by $v\,dN/dR$. Subtracting the two slopes and collecting terms with `ring` gives the formula.

`hellmannFeynman_iff` cancels the common slope, leaving a product equal to zero; `mul_eq_zero` splits it into the two alternatives. `hasDerivAt_linear_counting` applies the main theorem to $D(n)=vn$. For `energy_mismatch`, the fundamental theorem of calculus integrates that slope in `hI`, and algebra gives $v\Delta N-\Delta D$.

`hasDerivAt_fll` computes $U(n-\tfrac12)$ by the product rule, and `nominal_counting_slope` inserts it into the main theorem. In `springModel_witness`, `hy` and `hR` are the two partial derivatives of the model. The first proves self-consistency, the second gives the slope $kR$, and the main theorem supplies the additional term.

For your calculation, two consistent choices are to use $v=D'(N)$ at the converged occupation, or to keep $v$ fixed and report $F-vN$ as the energy that belongs to those forces. You can also keep both $v$ and $F-D(N)$ and add the missing force, if you can compute $dN/dR$.
